# Level shifts for independent perturbers: the exact effect of a real shift and a uniform bound for an imaginary one

When an intruder state spoils a CASPT2 calculation, one adds a level shift to the energy denominators and repeats the run with other shifts to see how far the energy moves. For perturbers that do not couple to each other, with fixed couplings and gaps, the parts below give that movement exactly, for a real shift with its usual correction and for an imaginary shift without one, and show which kind of shift removes the singularity. In full CASPT2 the first-order equations can couple the perturbers, and that case is not treated.

```lean
import Mathlib

open Finset

namespace IntruderStateShifts

noncomputable section
```

A perturber is a normalised state with real coupling v to the reference and gap D, its zeroth-order energy minus that of the reference. An intruder has D near zero or negative. The unshifted second-order energy is

E = −v²/D.

```lean
/-- Second-order energy of one perturber with coupling `v` and gap `D`. -/
def pt2 (v D : ℝ) : ℝ := -v ^ 2 / D
```

If the perturber enters the first-order wavefunction with real amplitude c, the second-order functional is

F(c) = Dc² + 2vc.

It is stationary at c = −v/D, where it equals E.

```lean
/-- Second-order energy functional of one perturber, evaluated at the amplitude `c`. -/
def functional (v D c : ℝ) : ℝ := D * c ^ 2 + 2 * v * c
```

A real shift s replaces D by D + s. The usual correction then subtracts s times the squared shifted amplitude, which gives

R = −v²/(D + s) − sv²/(D + s)².

```lean
/-- Energy with the real level shift `s`, including the correction for the shift. -/
def realCorrected (v D s : ℝ) : ℝ := -v ^ 2 / (D + s) - s * v ^ 2 / (D + s) ^ 2
```

An imaginary shift e replaces D by D + ie, written `⟨D, e⟩` in Lean, and the energy I, taken here without a correction for the shift, is the real part of −v²/(D + ie). Both s and e are parameters chosen by the user, not properties of the molecule.

```lean
/-- Energy with the imaginary shift `e`: the real part of `-v² / (D + i e)`. -/
def imagShifted (v D e : ℝ) : ℝ := (((-v ^ 2 : ℝ) : ℂ) / (⟨D, e⟩ : ℂ)).re
```

(a) For D ≠ 0, show that an error in the amplitude enters the energy quadratically:

F(c) − E = D(c + v/D)².

Expand the right side: Dc² + 2vc + v²/D. The first two terms are F(c) and the last is −E. In Lean, `field_simp` clears the denominators and `ring` compares the polynomials.

```lean
/-- The functional at any amplitude `c` differs from the second-order energy by the gap times
the squared error of the amplitude. -/
theorem functional_sub_pt2 {v D : ℝ} (c : ℝ) (hD : D ≠ 0) :
    functional v D c - pt2 v D = D * (c + v / D) ^ 2 := by
  unfold functional pt2
  field_simp
  ring
```

(b) Let D + s ≠ 0 and let c solve the shifted first-order equation (D + s)c = −v. Show that the corrected energy is the unshifted functional at this amplitude:

R = F(c).

Substitute v = −(D + s)c, as `subst` does in the proof. Then

R = −(D + s)c² − sc² = −(D + 2s)c²,

F(c) = Dc² − 2(D + s)c² = −(D + 2s)c².

```lean
/-- The corrected energy is the unshifted functional evaluated at the amplitude that solves
the shifted first-order equation. -/
theorem realCorrected_eq_functional {v D s c : ℝ} (hs : D + s ≠ 0)
    (hc : (D + s) * c = -v) : realCorrected v D s = functional v D c := by
  have hv : v = -((D + s) * c) := by linarith
  subst hv
  unfold realCorrected functional
  field_simp
  ring
```

(c) For D ≠ 0 and D + s ≠ 0, find the error of the corrected energy, measured against the unshifted energy E:

R − E = v²s²/(D(D + s)²).

The shifted amplitude is c = −v/(D + s), so

c + v/D = vs/(D(D + s)).

By (b), R = F(c), and (a) gives the error as D times the square of this expression. The `rw` line applies the two results in that order. For nonzero v and s the error has the sign of D: the corrected energy lies above E for a positive gap and below it for a negative one. As D → 0 at fixed s, this difference diverges because E does, while R stays finite. Near an intruder it is therefore no measure of the quality of R.

```lean
/-- The corrected real-shift energy minus the unshifted second-order energy is
`v² s² / (D (D + s)²)`, for gaps of either sign. -/
theorem real_shift_error {v D s : ℝ} (hD : D ≠ 0) (hs : D + s ≠ 0) :
    realCorrected v D s - pt2 v D = v ^ 2 * s ^ 2 / (D * (D + s) ^ 2) := by
  -- insert the shifted amplitude into the functional
  have hc : (D + s) * (-v / (D + s)) = -v := by
    field_simp
  rw [realCorrected_eq_functional hs hc, functional_sub_pt2 _ hD]
  field_simp
  ring
```

(d) Let s > 0 and v ≠ 0. Show that for every real M there is a gap D with

−s < D < 0 and R < −M.

Write t = D + s. For t > 0 the correction only lowers the energy, so R < −v²/t. Choose

K = |M| + 1 + v²/s, t = v²/K.

Since K > v²/s, we have 0 < t < s, and D = t − s lies in the required interval. Since v²/t = K > M, it follows that R < −K < −M. The real shift has moved the pole from D = 0 to D = −s. The Lean proof makes the same choice of K and t.

```lean
/-- With a positive real shift and nonzero coupling, the corrected energy lies below any given
bound for some gap between `-s` and `0`. -/
theorem real_shift_unbounded {v s : ℝ} (hv : v ≠ 0) (hs : 0 < s) (M : ℝ) :
    ∃ D : ℝ, -s < D ∧ D < 0 ∧ realCorrected v D s < -M := by
  have hv2 : 0 < v ^ 2 := by positivity
  -- choose the shifted denominator `t` so small that `v² / t` exceeds `M`
  obtain ⟨K, hK⟩ : ∃ K : ℝ, K = |M| + 1 + v ^ 2 / s := ⟨_, rfl⟩
  have hKpos : 0 < K := by rw [hK]; positivity
  have hq : 0 < v ^ 2 / s := by positivity
  have hMK : M < K := by linarith [le_abs_self M]
  obtain ⟨t, ht⟩ : ∃ t : ℝ, t = v ^ 2 / K := ⟨_, rfl⟩
  have htpos : 0 < t := by rw [ht]; positivity
  have hts : t < s := by
    rw [ht, div_lt_iff₀ hKpos]
    have h1 : s * (v ^ 2 / s) = v ^ 2 := by field_simp
    have h2 : 0 < s * (|M| + 1) := by positivity
    rw [hK, mul_add, h1]
    linarith
  have hvt : v ^ 2 / t = K := by
    rw [div_eq_iff htpos.ne', ht]
    field_simp
  refine ⟨t - s, by linarith, by linarith, ?_⟩
  have hpos : 0 < s * v ^ 2 / t ^ 2 := by positivity
  unfold realCorrected
  rw [sub_add_cancel, neg_div, hvt]
  linarith
```

(e) Show that the imaginary-shifted energy is

I = −v²D/(D² + e²).

Multiply numerator and denominator by D − ie:

−v²/(D + ie) = −v²(D − ie)/(D² + e²),

and take the real part, for which Lean uses `Complex.div_re`. The theorem needs no hypothesis because at D = e = 0 Lean's division by zero makes both sides 0.

```lean
/-- The imaginary-shifted energy is `-v² D / (D² + e²)`. -/
theorem imagShifted_eq (v D e : ℝ) :
    imagShifted v D e = -v ^ 2 * D / (D ^ 2 + e ^ 2) := by
  unfold imagShifted
  rw [Complex.div_re, Complex.ofReal_re, Complex.ofReal_im, Complex.normSq_mk]
  simp only [zero_mul, zero_div, add_zero, pow_two]
```

(f) For e > 0, show that

v²/(2e) − |I| = v²(|D| − e)²/(2e(D² + e²)).

Put d = |D|, as `generalize` does. Then |I| = v²d/(d² + e²), and over a common denominator the left side is

v²(d² + e² − 2ed)/(2e(d² + e²)),

whose bracket is (d − e)².

```lean
/-- The distance of the imaginary-shifted energy, in absolute value, from `v² / (2e)` is
an explicit multiple of `(|D| - e)²`. -/
theorem imag_shift_gap (v D : ℝ) {e : ℝ} (he : 0 < e) :
    v ^ 2 / (2 * e) - |imagShifted v D e| =
      v ^ 2 * (|D| - e) ^ 2 / (2 * e * (D ^ 2 + e ^ 2)) := by
  have hpos : 0 < D ^ 2 + e ^ 2 := by positivity
  rw [imagShifted_eq, abs_div, abs_mul, abs_neg, abs_of_nonneg (sq_nonneg v),
    abs_of_pos hpos]
  -- only the magnitude of the gap matters
  rw [← sq_abs D] at hpos ⊢
  generalize |D| = d at hpos ⊢
  have hne : d ^ 2 + e ^ 2 ≠ 0 := hpos.ne'
  field_simp
  ring
```

(g) For e > 0 and every real D, deduce

|I| ≤ v²/(2e).

The right side of (f) is a square times nonnegative factors; `positivity` establishes this and `linarith` rearranges. The bound limits what an intruder can contribute, but does not make that contribution accurate.

```lean
/-- With an imaginary shift `e > 0` the energy of a perturber is at most `v² / (2e)` in
absolute value, for every real gap. -/
theorem imag_shift_bound (v D : ℝ) {e : ℝ} (he : 0 < e) :
    |imagShifted v D e| ≤ v ^ 2 / (2 * e) := by
  have h := imag_shift_gap v D he
  have h0 : 0 ≤ v ^ 2 * (|D| - e) ^ 2 / (2 * e * (D ^ 2 + e ^ 2)) := by positivity
  linarith
```

(h) For v ≠ 0 and e > 0, show that the bound is attained at exactly two gaps:

|I| = v²/(2e) if and only if |D| = e.

With v ≠ 0, the right side of (f) vanishes only when |D| − e does. Lean proves the forward direction by contradiction: if |D| ≠ e, that side is strictly positive.

```lean
/-- For nonzero coupling the bound `v² / (2e)` is attained exactly when the magnitude of the
gap equals the shift. -/
theorem imag_shift_bound_eq_iff {v e : ℝ} (D : ℝ) (hv : v ≠ 0) (he : 0 < e) :
    |imagShifted v D e| = v ^ 2 / (2 * e) ↔ |D| = e := by
  have h := imag_shift_gap v D he
  constructor
  · intro heq
    by_contra hne
    have h1 : 0 < (|D| - e) ^ 2 :=
      lt_of_le_of_ne (sq_nonneg _) (pow_ne_zero 2 (sub_ne_zero.mpr hne)).symm
    have h2 : 0 < v ^ 2 * (|D| - e) ^ 2 / (2 * e * (D ^ 2 + e ^ 2)) :=
      div_pos (mul_pos (by positivity) h1) (by positivity)
    linarith
  · intro hd
    have h0 : v ^ 2 * (|D| - e) ^ 2 / (2 * e * (D ^ 2 + e ^ 2)) = 0 := by
      rw [hd]; simp
    linarith
```

(i) Let S be a finite set of perturbers k with couplings vₖ, gaps Dₖ of any sign and shifted energies Iₖ, all with the same e > 0. Show that

|Σₖ Iₖ| ≤ (Σₖ vₖ²)/(2e).

Apply the triangle inequality, then (g) to each term. These are `Finset.abs_sum_le_sum_abs` and `Finset.sum_le_sum`.

```lean
/-- For finitely many perturbers with arbitrary real gaps, the total imaginary-shifted energy
is at most the sum of the squared couplings divided by `2e`, in absolute value. -/
theorem imag_shift_total_bound {ι : Type*} (S : Finset ι) (v D : ι → ℝ) {e : ℝ}
    (he : 0 < e) :
    |∑ k ∈ S, imagShifted (v k) (D k) e| ≤ (∑ k ∈ S, v k ^ 2) / (2 * e) := by
  rw [Finset.sum_div]
  exact (Finset.abs_sum_le_sum_abs _ _).trans
    (Finset.sum_le_sum fun k _ => imag_shift_bound (v k) (D k) he)
```

(j) For D ≠ 0 and any real e, find the deviation from the unshifted energy:

D(I − E) = v²e²/(D² + e²).

By (e), DI = −v²D²/(D² + e²), while DE = −v². The difference is

v²(D² + e² − D²)/(D² + e²).

At a fixed nonzero gap, the deviation is therefore of second order in a small e.

```lean
/-- The gap times the deviation of the imaginary-shifted energy from the unshifted one is
`v² e² / (D² + e²)`. -/
theorem imag_shift_error {v D : ℝ} (e : ℝ) (hD : D ≠ 0) :
    D * (imagShifted v D e - pt2 v D) = v ^ 2 * e ^ 2 / (D ^ 2 + e ^ 2) := by
  have hne : D ^ 2 + e ^ 2 ≠ 0 := by positivity
  rw [imagShifted_eq]
  unfold pt2
  field_simp
  ring

end

end IntruderStateShifts
```

```lean
#print axioms IntruderStateShifts.real_shift_unbounded
#print axioms IntruderStateShifts.imag_shift_bound_eq_iff
#print axioms IntruderStateShifts.imag_shift_total_bound
#print axioms IntruderStateShifts.imag_shift_error
```

```
'IntruderStateShifts.real_shift_unbounded' depends on axioms: [propext, Classical.choice, Quot.sound]
'IntruderStateShifts.imag_shift_bound_eq_iff' depends on axioms: [propext, Classical.choice, Quot.sound]
'IntruderStateShifts.imag_shift_total_bound' depends on axioms: [propext, Classical.choice, Quot.sound]
'IntruderStateShifts.imag_shift_error' depends on axioms: [propext, Classical.choice, Quot.sound]
```

The energy from an imaginary shift can be corrected by the idea of (b) as well, and CASPT2 programs commonly do so. In the present model, insert the real part of the shifted amplitude, c = −vD/(D² + e²), into the unshifted functional. For D ≠ 0, completing the square as in (a) gives

F(c) − E = v²e⁴/(D(D² + e²)²),

which at a fixed nonzero gap is of fourth order in a small e. The bounds of (g) and (i) do not carry over to this corrected energy: at D = e > 0 it equals −3v²/(4e), which for v ≠ 0 is larger in magnitude than v²/(2e). These statements about the corrected energy are derived here by hand only.
